# Gaussian-over-r model core potentials: the deviation from −Z/r is bounded at the nucleus exactly when the amplitudes sum to the core charge

When the Gaussian parameters of a model core potential are fitted, one amplitude can be taken out of the fit and set to the number of core electrons, called the core charge here, minus the sum of the others. This linear constraint makes the potential follow the bare nuclear attraction close to the nucleus, whatever values the fit gives to the remaining parameters.

In Hartree atomic units, let $Z$ be the nuclear charge, $N$ the number of core electrons and $r$ the distance of a valence electron from the nucleus. With amplitudes $A_k$ and exponents $a_k$, the potential energy and its deviation from the bare attraction are

$$V(r)=-\frac{Z-N}{r}-\sum_k\frac{A_k e^{-a_k r^2}}{r},\qquad D(r)=V(r)+\frac{Z}{r}.$$

The constraint is $\sum_k A_k=N$. It is equivalent to boundedness of $D$ as $r\to0^+$, and when it holds, $D$ tends to $0$. Neither statement needs a condition on the exponents.

With this local, spherical potential alone, the constraint gives the exact $s$-type orbitals the same electron–nucleus cusp condition as the bare charge $Z$. A trial function for quantum Monte Carlo can be built to satisfy this condition, whereas a finite set of Gaussian basis functions centred on the nucleus has no cusp.

## Finitely many Gaussians at positive distance

The first term of $V$ is the attraction of a nucleus fully screened by its core. The Gaussian terms restore attraction inside the core, where screening is incomplete; a positive $A_k$ is attractive and is measured in units of charge.

```lean
import Mathlib

open Filter Topology

namespace ModelCorePotential

noncomputable section

variable {ι : Type*} [Fintype ι]
```

The finite type `ι` labels the Gaussians, and it may be empty. `Z`, `N`, `A k` and `a k` are arbitrary real numbers, so $N$ need not be an integer or smaller than $Z$.

```lean
/-- The local model core potential for nuclear charge `Z` and `N` core electrons, with Gaussian
amplitudes `A k` and exponents `a k`, at distance `r ≠ 0` from the nucleus. -/
def modelPotential (Z N : ℝ) (A a : ι → ℝ) (r : ℝ) : ℝ :=
  -(Z - N) / r - ∑ k, A k * Real.exp (-a k * r ^ 2) / r

/-- The deviation of the model potential from the bare nuclear attraction `-Z/r`,
at distance `r ≠ 0`. -/
def deviation (Z N : ℝ) (A a : ι → ℝ) (r : ℝ) : ℝ :=
  modelPotential Z N A a r + Z / r
```

`modelPotential` is $V$ and `deviation` is $D$. Only the local, spherical part of a core potential is modelled. The exchange operators and core projectors of ab initio model potentials are absent, and the formal statements say nothing about orbitals or energies.

Multiplying by $r\neq0$ removes every denominator:

$$rD(r)=-(Z-N)-\sum_k A_ke^{-a_kr^2}+Z=N-\sum_k A_ke^{-a_kr^2}.$$

```lean
/-- Away from the nucleus, `r` times the deviation is the core charge `N` minus the
Gaussian sum. -/
theorem mul_deviation (Z N : ℝ) (A a : ι → ℝ) {r : ℝ} (hr : r ≠ 0) :
    r * deviation Z N A a r = N - ∑ k, A k * Real.exp (-a k * r ^ 2) := by
  unfold deviation modelPotential
  rw [← Finset.sum_div]
  generalize (∑ k, A k * Real.exp (-a k * r ^ 2)) = S
  have h : r * r⁻¹ = 1 := mul_inv_cancel₀ hr
  simp only [div_eq_mul_inv]
  linear_combination (N - S) * h
```

The proof takes the common factor $1/r$ out of the sum, names the remaining sum `S`, and finishes with $r\,r^{-1}=1$. That last step is where `hr : r ≠ 0` enters. At $r=0$ Lean's division by zero returns zero, so the left side would be $0$ and the identity would fail whenever $\sum_kA_k\neq N$.

The right-hand side is a finite sum of continuous functions. Each exponential tends to $1$ as $r\to0$, and therefore

$$\lim_{r\to0^+}rD(r)=N-\sum_kA_k.$$

```lean
/-- As `r` decreases to zero, `r` times the deviation tends to `N - ∑ A k`. -/
theorem tendsto_mul_deviation (Z N : ℝ) (A a : ι → ℝ) :
    Tendsto (fun r => r * deviation Z N A a r) (𝓝[>] 0) (𝓝 (N - ∑ k, A k)) := by
  have hc : Continuous (fun r : ℝ => N - ∑ k, A k * Real.exp (-a k * r ^ 2)) := by
    fun_prop
  have h0 : N - ∑ k, A k * Real.exp (-a k * (0 : ℝ) ^ 2) = N - ∑ k, A k := by simp
  rw [← h0]
  refine ((hc.tendsto 0).mono_left nhdsWithin_le_nhds).congr' ?_
  filter_upwards [self_mem_nhdsWithin] with r hr
  exact (mul_deviation Z N A a (Set.mem_Ioi.mp hr).ne').symm
```

The filter `𝓝[>] 0` expresses the approach to the nucleus through positive distances. `fun_prop` supplies the continuity, and `congr'` replaces the continuous expression by $rD(r)$ at the positive distances where the previous identity holds.

Finiteness also allows the sum to be differentiated term by term, which is needed below. Positive exponents and absolutely summable amplitudes would not be enough in its place. Take $N=1$, $A_k=2^{-k}$ and $a_k=16^k$ for $k=1,2,\ldots$, so that the amplitudes sum to $N$. At $r=4^{-m}$ every term of $1-\sum_kA_ke^{-a_kr^2}=\sum_kA_k(1-e^{-a_kr^2})$ is positive, and the term $k=m$ alone gives

$$D(4^{-m})\ge\frac{2^{-m}(1-e^{-1})}{4^{-m}}=2^m(1-e^{-1}),$$

which grows without bound as $m$ increases.

## Amplitudes that sum to the core charge

Close to the nucleus the potential behaves like that of a point charge $Z-N+\sum_kA_k$. The condition $\sum_kA_k=N$ makes this charge equal to $Z$: the valence electron has passed inside the core and is no longer screened.

To see how $D$ then behaves, write $t=r^2$ and $G(t)=\sum_kA_ke^{-a_kt}$. The condition says $G(0)=N$, and differentiation gives $G'(0)=-\sum_kA_ka_k$. Dividing the identity for $rD(r)$ by $r^2$ produces a difference quotient:

$$\frac{D(r)}r=\frac{N-G(r^2)}{r^2}=-\frac{G(r^2)-G(0)}{r^2}\longrightarrow-G'(0)=\sum_kA_ka_k.$$

Hence $D(r)=r\,[D(r)/r]\to0$. The deviation vanishes at least linearly, with slope $\sum_kA_ka_k$.

```lean
/-- If the amplitudes sum to the core charge `N`, the deviation divided by `r` tends to
`∑ A k * a k` as `r` decreases to zero. -/
theorem tendsto_deviation_div (Z N : ℝ) (A a : ι → ℝ) (h : ∑ k, A k = N) :
    Tendsto (fun r => deviation Z N A a r / r) (𝓝[>] 0) (𝓝 (∑ k, A k * a k)) := by
  -- differentiate the Gaussian sum with respect to t = r ^ 2
  have hd : HasDerivAt (fun t : ℝ => ∑ k, A k * Real.exp (-a k * t))
      (∑ k, A k * (Real.exp (-a k * 0) * (-a k * 1))) 0 :=
    HasDerivAt.fun_sum fun k _ =>
      (((hasDerivAt_id' (0 : ℝ)).const_mul (-a k)).exp).const_mul (A k)
  have hs := hasDerivAt_iff_tendsto_slope_zero.mp hd
  have hc : Continuous (fun r : ℝ => r ^ 2) := by fun_prop
  have hq : Tendsto (fun r : ℝ => r ^ 2) (𝓝[>] 0) (𝓝[≠] 0) := by
    refine tendsto_nhdsWithin_iff.mpr
      ⟨(hc.tendsto' 0 0 (by norm_num)).mono_left nhdsWithin_le_nhds, ?_⟩
    filter_upwards [self_mem_nhdsWithin] with r hr
    exact Set.mem_compl_singleton_iff.mpr (pow_ne_zero 2 (Set.mem_Ioi.mp hr).ne')
  have hv : ∑ k, A k * a k = -(∑ k, A k * (Real.exp (-a k * 0) * (-a k * 1))) := by
    simp
  rw [hv]
  refine (hs.comp hq).neg.congr' ?_
  filter_upwards [self_mem_nhdsWithin] with r hr
  have hr0 : r ≠ 0 := (Set.mem_Ioi.mp hr).ne'
  have hm := mul_deviation Z N A a hr0
  have h0 : ∑ k, A k * Real.exp (-a k * 0) = N := by simpa using h
  simp only [Function.comp_apply, zero_add, smul_eq_mul, h0]
  rw [show ∑ k, A k * Real.exp (-a k * r ^ 2) - N = -(r * deviation Z N A a r) by linarith]
  field_simp
```

Here `hd` is the derivative of $G$ at zero, and `hs` rewrites it as the limit of a difference quotient. `hq` states that $r^2$ tends to zero without being zero, which permits the substitution $t=r^2$. The hypothesis `h` is used in `h0`, where $G(0)$ is replaced by $N$; `field_simp` then clears the denominators.

The smallest example without the condition has no Gaussians and $N=1$. Then $V(r)=-(Z-1)/r$ and $D(r)=1/r$, which is unbounded.

The limit $D\to0$ is a property of this functional form. The electrostatic repulsion from a realistic core density has a finite positive value at the nucleus, and Gaussians divided by $r$ that obey the constraint do not reproduce that constant.

## A deviation that stays bounded near the nucleus

Boundedness means that some constant $C$ satisfies $|D(r)|\le C$ for all sufficiently small positive $r$. Physically, the model and the bare nucleus then have the same Coulomb singularity, and they differ near it by a finite energy.

This assumption forces the constraint. From $|D(r)|\le C$ it follows that $|rD(r)|\le Cr\to0$. The same product tends to $N-\sum_kA_k$, and a limit is unique, so $\sum_kA_k=N$. In the other direction, the constraint gives $D\to0$, and a function that tends to zero is eventually smaller than $1$ in magnitude.

```lean
/-- The deviation from the bare nuclear attraction stays bounded as `r` decreases to zero
if and only if the amplitudes sum to the core charge `N`, and in that case it tends to zero. -/
theorem bounded_iff_sum_eq_core_charge (Z N : ℝ) (A a : ι → ℝ) :
    ((∃ C : ℝ, ∀ᶠ r in 𝓝[>] (0 : ℝ), |modelPotential Z N A a r + Z / r| ≤ C) ↔
      ∑ k, A k = N) ∧
    (∑ k, A k = N →
      Tendsto (fun r => modelPotential Z N A a r + Z / r) (𝓝[>] 0) (𝓝 0)) := by
  have hid : Tendsto (fun r : ℝ => r) (𝓝[>] 0) (𝓝 0) :=
    tendsto_id.mono_left nhdsWithin_le_nhds
  have hlim : ∑ k, A k = N → Tendsto (deviation Z N A a) (𝓝[>] 0) (𝓝 0) := by
    intro h
    have hp := (tendsto_deviation_div Z N A a h).mul hid
    rw [mul_zero] at hp
    refine hp.congr' ?_
    filter_upwards [self_mem_nhdsWithin] with r hr
    exact div_mul_cancel₀ _ (Set.mem_Ioi.mp hr).ne'
  refine ⟨⟨?_, ?_⟩, hlim⟩
  · rintro ⟨C, hC⟩
    -- a bounded deviation times r vanishes at the nucleus
    have hz : Tendsto (fun r => r * deviation Z N A a r) (𝓝[>] 0) (𝓝 0) := by
      have hb : Tendsto (fun r : ℝ => r * C) (𝓝[>] 0) (𝓝 0) := by
        have := hid.mul_const C
        rwa [zero_mul] at this
      refine squeeze_zero_norm' ?_ hb
      filter_upwards [self_mem_nhdsWithin, hC] with r hr hrC
      have hr' : 0 < r := hr
      rw [Real.norm_eq_abs, abs_mul, abs_of_pos hr']
      exact mul_le_mul_of_nonneg_left hrC hr'.le
    have := tendsto_nhds_unique (tendsto_mul_deviation Z N A a) hz
    linarith
  · intro h
    refine ⟨1, ?_⟩
    filter_upwards [(hlim h) (Metric.ball_mem_nhds (0 : ℝ) one_pos)] with r hr
    have h1 : |deviation Z N A a r| < 1 := by simpa using hr
    exact h1.le
```

The theorem is a conjunction. Its first part is the equivalence, with boundedness written as `∃ C : ℝ, ∀ᶠ r in 𝓝[>] (0 : ℝ), ...`; its second part is the limit under the sum rule. No hypothesis on `a` appears.

In the proof, `hlim` multiplies the limit of $D(r)/r$ by $r\to0$. The forward direction uses the bound `hC` in `squeeze_zero_norm'` to obtain $rD(r)\to0$, and `tendsto_nhds_unique` compares the two limits. The reverse direction takes $C=1$.

Requiring only that $rD(r)$ be bounded near the nucleus would put no condition on the amplitudes, since this product has a finite limit for every choice of them. In the example without Gaussians it equals $1$ throughout.

When the constraint fails, the sign of the error decides the direction of the divergence. Writing $D(r)=[rD(r)]\cdot r^{-1}$, the first factor tends to the nonzero number $N-\sum_kA_k$ and the second to $+\infty$. Amplitudes that sum to too little leave the potential insufficiently attractive, and $D\to+\infty$; amplitudes that sum to too much give $D\to-\infty$.

```lean
/-- As `r` decreases to zero, the deviation diverges to `+∞` if the amplitudes sum to less
than `N`, and to `-∞` if they sum to more than `N`. -/
theorem deviation_diverges (Z N : ℝ) (A a : ι → ℝ) :
    (∑ k, A k < N → Tendsto (deviation Z N A a) (𝓝[>] 0) atTop) ∧
    (N < ∑ k, A k → Tendsto (deviation Z N A a) (𝓝[>] 0) atBot) := by
  have hinv : Tendsto (fun r : ℝ => r⁻¹) (𝓝[>] 0) atTop := tendsto_inv_nhdsGT_zero
  have he : (fun r => r * deviation Z N A a r * r⁻¹) =ᶠ[𝓝[>] 0] deviation Z N A a := by
    filter_upwards [self_mem_nhdsWithin] with r hr
    have hr0 : r ≠ 0 := (Set.mem_Ioi.mp hr).ne'
    field_simp
  have hm := tendsto_mul_deviation Z N A a
  exact ⟨fun h => (hm.pos_mul_atTop (sub_pos.mpr h) hinv).congr' he,
    fun h => (hm.neg_mul_atTop (sub_neg.mpr h) hinv).congr' he⟩
```

`he` is this factorisation at positive distances. The lemmas `pos_mul_atTop` and `neg_mul_atTop` treat the two signs.

## Nonnegative exponents for a bound at every distance

An exponent $a_k\ge0$ means that the corresponding Gaussian does not grow with distance. Together with the constraint, this turns the limiting statement into an estimate valid at every $r>0$. Using $N=\sum_kA_k$,

$$rD(r)=\sum_kA_k\left(1-e^{-a_kr^2}\right).$$

For $x\ge0$ one has $0\le1-e^{-x}\le x$. Setting $x=a_kr^2$ and applying the triangle inequality gives

$$r|D(r)|\le\sum_k|A_k|a_kr^2,$$

and division by $r$ yields $|D(r)|\le\left(\sum_k|A_k|a_k\right)r$. For a given set of fitted parameters, this bounds the departure from the bare attraction at any chosen radius. The estimate is informative close to the nucleus. Far away it keeps growing with $r$, while for positive exponents $D(r)$ itself approaches $N/r$.

```lean
/-- For nonnegative exponents and amplitudes summing to `N`, the deviation at every distance
`r > 0` is at most `(∑ |A k| * a k) * r` in magnitude. -/
theorem abs_deviation_le (Z N : ℝ) (A a : ι → ℝ) (ha : ∀ k, 0 ≤ a k)
    (h : ∑ k, A k = N) {r : ℝ} (hr : 0 < r) :
    |deviation Z N A a r| ≤ (∑ k, |A k| * a k) * r := by
  have hm : r * deviation Z N A a r = ∑ k, A k * (1 - Real.exp (-a k * r ^ 2)) := by
    rw [mul_deviation Z N A a hr.ne', ← h, ← Finset.sum_sub_distrib]
    exact Finset.sum_congr rfl fun k _ => by ring
  -- each Gaussian differs from one by at most a k * r ^ 2
  have hk : ∀ k, |A k * (1 - Real.exp (-a k * r ^ 2))| ≤ |A k| * (a k * r ^ 2) := by
    intro k
    have hp : 0 ≤ a k * r ^ 2 := mul_nonneg (ha k) (sq_nonneg r)
    have h1 := Real.add_one_le_exp (-a k * r ^ 2)
    have h2 : Real.exp (-a k * r ^ 2) ≤ 1 := Real.exp_le_one_iff.mpr (by linarith)
    rw [abs_mul]
    exact mul_le_mul_of_nonneg_left (abs_le.mpr ⟨by linarith, by linarith⟩) (abs_nonneg _)
  refine le_of_mul_le_mul_left ?_ hr
  calc r * |deviation Z N A a r| = |r * deviation Z N A a r| := by
        rw [abs_mul, abs_of_pos hr]
    _ ≤ ∑ k, |A k * (1 - Real.exp (-a k * r ^ 2))| := by
        rw [hm]
        exact Finset.abs_sum_le_sum_abs _ _
    _ ≤ ∑ k, |A k| * (a k * r ^ 2) := Finset.sum_le_sum fun k _ => hk k
    _ = r * ((∑ k, |A k| * a k) * r) := by
        rw [Finset.sum_mul, Finset.mul_sum]
        exact Finset.sum_congr rfl fun k _ => by ring
```

`hm` is the rewritten sum and `hk` the estimate for a single Gaussian. The hypothesis `ha` enters through `hp`, which says that $a_kr^2\ge0$; without it the exponential could exceed one. The `calc` block applies the triangle inequality and sums the estimates, and `le_of_mul_le_mul_left` removes the factor $r$.

A single term with $N=A=1$ and $a=-1$ grows with distance and is not a physical core potential, but it shows that the hypothesis matters. It obeys the constraint and violates the bound: the right-hand side is $-r$, while an absolute value cannot be negative. Replacing $a_k$ by $|a_k|$ in the bound does not repair it, because $|D(r)|=(e^{r^2}-1)/r>r$ for every $r>0$.

## Positive exponents for the screened charge at large distance

With $a_k>0$ every Gaussian term decays with distance, and the smaller its exponent, the farther out it reaches. Multiplying the potential by $r$ gives

$$rV(r)=-(Z-N)-\sum_kA_ke^{-a_kr^2}\longrightarrow-(Z-N)\qquad(r\to\infty).$$

A distant valence electron therefore experiences the nuclear charge reduced by the core charge. The constraint on the amplitudes plays no part here, since every Gaussian term vanishes in this limit whatever its amplitude.

```lean
/-- For positive exponents, `r` times the model potential tends to `-(Z - N)` at large
distance. -/
theorem tendsto_mul_modelPotential_atTop (Z N : ℝ) (A a : ι → ℝ) (ha : ∀ k, 0 < a k) :
    Tendsto (fun r => r * modelPotential Z N A a r) atTop (𝓝 (-(Z - N))) := by
  have hg : ∀ k, Tendsto (fun r : ℝ => Real.exp (-a k * r ^ 2)) atTop (𝓝 0) := fun k =>
    Real.tendsto_exp_atBot.comp
      ((tendsto_pow_atTop two_ne_zero).const_mul_atTop_of_neg (neg_lt_zero.mpr (ha k)))
  have hS : Tendsto (fun r : ℝ => ∑ k, A k * Real.exp (-a k * r ^ 2)) atTop
      (𝓝 (∑ k, A k * 0)) :=
    tendsto_finsetSum _ fun k _ => (hg k).const_mul (A k)
  have hv : -(Z - N) = -(Z - N) - ∑ k, A k * 0 := by simp
  rw [hv]
  refine (hS.const_sub (-(Z - N))).congr' ?_
  filter_upwards [eventually_gt_atTop (0 : ℝ)] with r hr
  have hm := mul_deviation Z N A a hr.ne'
  have hz : r * (Z / r) = Z := mul_div_cancel₀ Z hr.ne'
  rw [deviation, mul_add, hz] at hm
  linarith

end

end ModelCorePotential
```

`atTop` expresses $r\to\infty$. In `hg`, positivity of `a k` makes the argument of the exponential tend to $-\infty$, and `hS` adds the finitely many vanishing terms. The final lines recover $rV(r)$ from the identity for $rD(r)$ by subtracting $r(Z/r)=Z$.

Nonnegative exponents would not suffice for this limit. With one Gaussian, $A=1$ and $a=0$, the product $rV(r)$ equals $-(Z-N)-1$ at every positive distance, and the electron sees one unit of charge too many however far away it is.

```lean
#print axioms ModelCorePotential.bounded_iff_sum_eq_core_charge
-- 'ModelCorePotential.bounded_iff_sum_eq_core_charge' depends on axioms: [propext, Classical.choice, Quot.sound]
#print axioms ModelCorePotential.deviation_diverges
-- 'ModelCorePotential.deviation_diverges' depends on axioms: [propext, Classical.choice, Quot.sound]
#print axioms ModelCorePotential.abs_deviation_le
-- 'ModelCorePotential.abs_deviation_le' depends on axioms: [propext, Classical.choice, Quot.sound]
#print axioms ModelCorePotential.tendsto_mul_modelPotential_atTop
-- 'ModelCorePotential.tendsto_mul_modelPotential_atTop' depends on axioms: [propext, Classical.choice, Quot.sound]
```
